# Each ladder operator of two fermionic modes anticommutes with the fermion parity

For two fermionic modes, adding or removing one particle flips the parity of the particle number. The theorem `parity_anticommutes` states this as Px = −xP, where P = (1 − 2n₁)(1 − 2n₂) and x is either of the two annihilators or either of the two creators. All operators are explicit 4 × 4 complex matrices in the occupation basis, with the Jordan-Wigner signs built in, and no Hamiltonian enters. The attempt replaces P by its diagonal form, with entries 1, −1, −1, 1, and then checks the sixteen matrix entries for each of the four operators.

This version doesn't compile in Lean 4 with Mathlib:

```lean
import Mathlib

open Matrix

namespace InteractionBeyondFreeFermions

noncomputable section

/-- Operators on the Fock space of two modes, in the basis |00⟩, |01⟩, |10⟩, |11⟩. -/
abbrev Op := Matrix (Fin 4) (Fin 4) ℂ

/-- The Jordan-Wigner annihilator of the first mode, `a ⊗ I`. -/
def c₁ : Op := !![0, 0, 1, 0; 0, 0, 0, 1; 0, 0, 0, 0; 0, 0, 0, 0]

/-- The Jordan-Wigner annihilator of the second mode, `Z ⊗ a`. -/
def c₂ : Op := !![0, 1, 0, 0; 0, 0, 0, 0; 0, 0, 0, -1; 0, 0, 0, 0]

/-- The occupation number of the first mode. -/
def n₁ : Op := c₁ᴴ * c₁

/-- The occupation number of the second mode. -/
def n₂ : Op := c₂ᴴ * c₂

/-- The fermion parity `(1 - 2 n₁)(1 - 2 n₂)`. -/
def parity : Op := (1 - (2 : ℂ) • n₁) * (1 - (2 : ℂ) • n₂)

/-- The four ladder operators: two annihilators and two creators. -/
def ladder : Set Op := {c₁, c₂, c₁ᴴ, c₂ᴴ}

/-- The occupation numbers and the parity are diagonal in the occupation basis. -/
theorem diagonal_forms :
    n₁ = Matrix.diagonal ![0, 0, 1, 1] ∧ n₂ = Matrix.diagonal ![0, 1, 0, 1] ∧
      parity = Matrix.diagonal ![1, -1, -1, 1] := by
  have h1 : n₁ = Matrix.diagonal ![0, 0, 1, 1] := by
    ext i j
    fin_cases i <;> fin_cases j <;>
      simp [n₁, c₁, Matrix.mul_apply, Fin.sum_univ_four]
  have h2 : n₂ = Matrix.diagonal ![0, 1, 0, 1] := by
    ext i j
    fin_cases i <;> fin_cases j <;>
      simp [n₂, c₂, Matrix.mul_apply, Fin.sum_univ_four]
  refine ⟨h1, h2, ?_⟩
  rw [parity, h1, h2]
  ext i j
  fin_cases i <;> fin_cases j <;>
    simp [Matrix.mul_apply, Fin.sum_univ_four, Matrix.diagonal_apply, Matrix.one_apply] <;>
    norm_num

/-- Every ladder operator anticommutes with the fermion parity. -/
theorem parity_anticommutes {x : Op} (hx : x ∈ ladder) : parity * x = -(x * parity) := by
  rw [diagonal_forms.2.2]
  rcases hx with rfl | rfl | rfl | rfl <;> ext i j <;> fin_cases i <;> fin_cases j <;>
    simp [c₁, c₂, Matrix.diagonal_mul, Matrix.mul_diagonal]

end

end InteractionBeyondFreeFermions
```

The error:

```
Main.lean:50:87: error: unsolved goals
case inl.«0».«0»
⊢ (![0, 0, 1, 0] ᵥ* diagonal ![1, -1, -1, 1]) 0 = 0

case inl.«0».«1»
⊢ (![0, 0, 1, 0] ᵥ* diagonal ![1, -1, -1, 1]) 1 = 0

case inl.«0».«2»
⊢ 1 = -(![0, 0, 1, 0] ᵥ* diagonal ![1, -1, -1, 1]) 2

case inl.«0».«3»
⊢ (![0, 0, 1, 0] ᵥ* diagonal ![1, -1, -1, 1]) 3 = 0

case inl.«1».«0»
⊢ (![0, 0, 0, 1] ᵥ* diagonal ![1, -1, -1, 1]) 0 = 0

case inl.«1».«1»
⊢ (![0, 0, 0, 1] ᵥ* diagonal ![1, -1, -1, 1]) 1 = 0

case inl.«1».«2»
⊢ (![0, 0, 0, 1] ᵥ* diagonal ![1, -1, -1, 1]) 2 = 0

case inl.«1».«3»
⊢ 1 = (![0, 0, 0, 1] ᵥ* diagonal ![1, -1, -1, 1]) 3

case inl.«2».«0»
⊢ (![0, 0, 0, 0] ᵥ* diagonal ![1, -1, -1, 1]) 0 = 0

case inl.«2».«1»
⊢ (![0, 0, 0, 0] ᵥ* diagonal ![1, -1, -1, 1]) 1 = 0

case inl.«2».«2»
⊢ (![0, 0, 0, 0] ᵥ* diagonal ![1, -1, -1, 1]) 2 = 0

case inl.«2».«3»
⊢ (![0, 0, 0, 0] ᵥ* diagonal ![1, -1, -1, 1]) 3 = 0

case inl.«3».«0»
⊢ (![0, 0, 0, 0] ᵥ* diagonal ![1, -1, -1, 1]) 0 = 0

case inl.«3».«1»
⊢ (![0, 0, 0, 0] ᵥ* diagonal ![1, -1, -1, 1]) 1 = 0

case inl.«3».«2»
⊢ (![0, 0, 0, 0] ᵥ* diagonal ![1, -1, -1, 1]) 2 = 0

case inl.«3».«3»
⊢ (![0, 0, 0, 0] ᵥ* diagonal ![1, -1, -1, 1]) 3 = 0

case inr.inl.«0».«0»
⊢ (![0, 1, 0, 0] ᵥ* diagonal ![1, -1, -1, 1]) 0 = 0

case inr.inl.«0».«1»
⊢ 1 = -(![0, 1, 0, 0] ᵥ* diagonal ![1, -1, -1, 1]) 1

case inr.inl.«0».«2»
⊢ (![0, 1, 0, 0] ᵥ* diagonal ![1, -1, -1, 1]) 2 = 0

case inr.inl.«0».«3»
⊢ (![0, 1, 0, 0] ᵥ* diagonal ![1, -1, -1, 1]) 3 = 0

case inr.inl.«1».«0»
⊢ (![0, 0, 0, 0] ᵥ* diagonal ![1, -1, -1, 1]) 0 = 0

case inr.inl.«1».«1»
⊢ (![0, 0, 0, 0] ᵥ* diagonal ![1, -1, -1, 1]) 1 = 0

case inr.inl.«1».«2»
⊢ (![0, 0, 0, 0] ᵥ* diagonal ![1, -1, -1, 1]) 2 = 0

case inr.inl.«1».«3»
⊢ (![0, 0, 0, 0] ᵥ* diagonal ![1, -1, -1, 1]) 3 = 0

case inr.inl.«2».«0»
⊢ (![0, 0, 0, -1] ᵥ* diagonal ![1, -1, -1, 1]) 0 = 0

case inr.inl.«2».«1»
⊢ (![0, 0, 0, -1] ᵥ* diagonal ![1, -1, -1, 1]) 1 = 0

case inr.inl.«2».«2»
⊢ (![0, 0, 0, -1] ᵥ* diagonal ![1, -1, -1, 1]) 2 = 0

case inr.inl.«2».«3»
⊢ 1 = -(![0, 0, 0, -1] ᵥ* diagonal ![1, -1, -1, 1]) 3

case inr.inl.«3».«0»
⊢ (![0, 0, 0, 0] ᵥ* diagonal ![1, -1, -1, 1]) 0 = 0

case inr.inl.«3».«1»
⊢ (![0, 0, 0, 0] ᵥ* diagonal ![1, -1, -1, 1]) 1 = 0

case inr.inl.«3».«2»
⊢ (![0, 0, 0, 0] ᵥ* diagonal ![1, -1, -1, 1]) 2 = 0

case inr.inl.«3».«3»
⊢ (![0, 0, 0, 0] ᵥ* diagonal ![1, -1, -1, 1]) 3 = 0
```

The repair, with which the file compiles:

```diff
@@ -50,6 +50,8 @@
 theorem parity_anticommutes {x : Op} (hx : x ∈ ladder) : parity * x = -(x * parity) := by
   rw [diagonal_forms.2.2]
-  rcases hx with rfl | rfl | rfl | rfl <;> ext i j <;> fin_cases i <;> fin_cases j <;>
-    simp [c₁, c₂, Matrix.diagonal_mul, Matrix.mul_diagonal]
+  rcases hx with rfl | rfl | rfl | rfl <;> ext i j <;>
+    simp only [Matrix.neg_apply, Matrix.diagonal_mul, Matrix.mul_diagonal,
+      Matrix.conjTranspose_apply] <;>
+    fin_cases i <;> fin_cases j <;> simp [c₁, c₂]
 
 end
```

What went wrong. The unsolved goals are the sixteen entries for each annihilator, `c₁` and `c₂`; none comes from the creators. In each, the product with parity on the right is stuck as a row vector times a diagonal matrix, written `ᵥ*`.

The single `simp` call both unfolds the annihilators and evaluates the products. Since `simp` works on inner terms first, it turns `c₁` or `c₂` into an explicit matrix and expands the product row by row before `Matrix.mul_diagonal` can act on an entry. That lemma expects an entry of a matrix product, so it no longer matches, and the call does not evaluate the `ᵥ*` terms that remain.

The repair first runs `simp only` without the definitions of `c₁` and `c₂`. `Matrix.neg_apply` moves the minus sign outside the entry, and the two diagonal lemmas turn each product into a matrix entry times a diagonal entry. Only then does `fin_cases` choose the indices and `simp` unfold the annihilators, leaving plain arithmetic. `Matrix.conjTranspose_apply` rewrites the creators' entries, which were not among the failures.
